# In the nearest-neighbour model, an armchair graphene ribbon N atomic lines wide has zero-energy states at k = 0 exactly when 3 divides N + 1

Let $A_N$ be the adjacency matrix of an open chain of $N$ sites, and let $t \neq 0$ be the hopping. The zone-centre Hamiltonian of an armchair ribbon of width $N$,

$$H = \begin{pmatrix} 0 & -t(I + A_N) \\ -t(I + A_N) & 0 \end{pmatrix},$$

is singular if and only if 3 divides $N+1$.

## One unit cell at the zone centre

The ribbon is a strip of graphene's honeycomb lattice with $N$ lines of atoms parallel to its edges. In one unit cell, each line has one atom of sublattice A and one of sublattice B. Energies are measured from the on-site energy, which is the same for all atoms. An A atom is bonded to the B atom on its own line and to one B atom on each adjacent line. At $k=0$ all Bloch phases equal 1, so these bonds give the coupling $-t(I + A_N)$. For $N \ge 2$, atoms on the two edge lines lack one neighbour; for $N = 1$, the atoms of the single line lack two.

At half filling the Fermi level of this non-interacting, uniform-hopping model is at $E=0$, so the result says for which widths the gap at $k=0$ vanishes. It also gives a quick check on a tight-binding code for the same model.

## Matrices and amplitudes in Lean

`chain N` is $A_N$, `rung N` is $I + A_N$, and `ribbon t N` is $H$, with rows and columns labelled by `Fin N ⊕ Fin N`: first the A atoms, then the B atoms. `Sum.elim u v` is the state with amplitudes $u$ on A and $v$ on B. The index $i = 0, \dots, N-1$ stands for line $i+1$.

The main theorem, `armchair_rule`, says that for `t ≠ 0` and every natural number `N`, `(ribbon t N).det = 0` is equivalent to `3 ∣ N + 1`. The hypothesis on $t$ means that the atoms are coupled at all. Taking $t=-1$ gives the matrix with blocks $I + A_N$.

The theorem concerns $k=0$ only. A zero there closes the gap of the ribbon, but a nonzero determinant there does not by itself exclude zero energy at another $k$. Modified edge bonds, longer-range hopping and interactions are absent from the model.

## A recurrence of period three

For a state $(u, v)$, the equation $H(u,v) = 0$ reads $-t(I+A_N)v = 0$ and $-t(I+A_N)u = 0$. Since $t \neq 0$, both $u$ and $v$ must be null vectors of $I + A_N$.

Let $v$ be such a null vector. Put $f(i+1) = v_i$ and add two fictitious lines with $f(0) = f(N+1) = 0$. Then every row, including the edge rows, has the same form:

$$f(i) + f(i+1) + f(i+2) = 0, \qquad 0 \le i \le N-1.$$

With $c = f(1)$, the recurrence gives $f(2) = -c$, $f(3) = 0$, $f(4) = c$, and so on up to $f(N+1)$. Hence $f(n) = c\,z(n)$, where $z = 0, 1, -1, 0, 1, -1, \dots$ starts at $n=0$.

The far edge requires $c\,z(N+1) = 0$. Since $z(n)$ vanishes exactly when 3 divides $n$, either $c = 0$ or 3 divides $N+1$. Conversely, if 3 divides $N+1$, the pattern $z$ satisfies every row and both edge conditions, and it is nonzero because $z(1) = 1$. A square matrix has zero determinant exactly when it has a nonzero null vector, which proves the rule.

For these widths the zero-energy states are $u_i = a\,z(i+1)$, $v_i = b\,z(i+1)$ with independent $a$ and $b$, not both zero. The Lean theorem `zero_energy_states` is stated for real vectors and includes the zero vector; since $H$ is real, the real and imaginary parts of a complex state satisfy the equation separately. Up to a global phase, a normalised zero-energy state on one sublattice has amplitudes $\pm\sqrt{3/(2(N+1))}$ where $z \neq 0$.

## Standing waves across the ribbon

Let $\theta_p = p\pi/(N+1)$ with $1 \le p \le N$, and let $f(n) = \sin(n\theta_p)$. This vanishes at $n=0$ and $n=N+1$, and the addition formulas give

$$f(i) + f(i+2) = 2\cos\theta_p\, f(i+1).$$

So the wave $w_i = f(i+1)$ satisfies $(I+A_N)w = (1 + 2\cos\theta_p)w$. For $s = \pm 1$, the state $(w, sw)$ is then an eigenvector of $H$ with energy

$$E = -s\,t\,(1 + 2\cos\theta_p).$$

The vector $(w, sw)$ is nonzero because $0 < \theta_p < \pi$ makes its first amplitude $\sin\theta_p$ positive. Dividing it by $\sqrt{N+1}$ normalises it.

## Widths one and five

For $N=1$ there is a single A–B bond. The matrix has off-diagonal entries $-t$, determinant $-t^2$ and energies $\pm t$, and 3 does not divide 2.

For $N=5$ the angles are $p\pi/6$, and $1 + 2\cos\theta_p$ takes the values

$$1+\sqrt3,\quad 2,\quad 1,\quad 0,\quad 1-\sqrt3.$$

The zero at $p=4$ belongs to the pattern $(1,-1,0,1,-1)$. The rows of $I + A_5$ applied to it give $1-1$, $1-1+0$, $-1+0+1$, $0+1-1$ and $1-1$, all zero.

## The complete file

```lean
import Mathlib

open Matrix

namespace ArmchairRibbon

noncomputable section

/-- Adjacency matrix of the open chain of `N` sites: neighbouring sites are joined. -/
def chain (N : ℕ) : Matrix (Fin N) (Fin N) ℝ :=
  Matrix.of fun i j => if (i : ℕ) + 1 = (j : ℕ) ∨ (j : ℕ) + 1 = (i : ℕ) then 1 else 0

/-- The coupling `I + A_N` between the two sublattices at the zone centre. -/
def rung (N : ℕ) : Matrix (Fin N) (Fin N) ℝ := 1 + chain N

/-- Zone-centre Hamiltonian of the armchair ribbon of width `N` with hopping `t`, which enters as
the matrix element `-t`; the two blocks are the two sublattices. -/
def ribbon (t : ℝ) (N : ℕ) : Matrix (Fin N ⊕ Fin N) (Fin N ⊕ Fin N) ℝ :=
  Matrix.fromBlocks 0 ((-t) • rung N) ((-t) • rung N) 0

/-- The amplitude pattern `0, 1, -1, 0, 1, -1, ...` of period three. -/
def zeroMode (n : ℕ) : ℝ := if n % 3 = 1 then 1 else if n % 3 = 2 then -1 else 0

/-- The angle `p π / (N + 1)` of the `p`-th standing wave across the ribbon. -/
def angle (N p : ℕ) : ℝ := p * Real.pi / (N + 1)

/-- The `p`-th standing wave: amplitude `sin (n p π / (N + 1))` on site `n = 1, ..., N`. -/
def standingWave (N p : ℕ) : Fin N → ℝ :=
  fun j => Real.sin ((((j : ℕ) + 1 : ℕ) : ℝ) * angle N p)

/-- Any three consecutive amplitudes of the period-three pattern add up to zero. -/
theorem zeroMode_sum (n : ℕ) : zeroMode n + zeroMode (n + 1) + zeroMode (n + 2) = 0 := by
  have h : n % 3 = 0 ∨ n % 3 = 1 ∨ n % 3 = 2 := by omega
  rcases h with h | h | h
  · have h1 : (n + 1) % 3 = 1 := by omega
    have h2 : (n + 2) % 3 = 2 := by omega
    norm_num [zeroMode, h, h1, h2]
  · have h1 : (n + 1) % 3 = 2 := by omega
    have h2 : (n + 2) % 3 = 0 := by omega
    norm_num [zeroMode, h, h1, h2]
  · have h1 : (n + 1) % 3 = 0 := by omega
    have h2 : (n + 2) % 3 = 1 := by omega
    norm_num [zeroMode, h, h1, h2]

/-- If the amplitudes `f` vanish on the fictitious sites `0` and `N + 1`, the coupling
`I + A_N` adds to each amplitude those of its two neighbours. -/
theorem rung_mulVec {N : ℕ} (f : ℕ → ℝ) (f0 : f 0 = 0) (fN : f (N + 1) = 0) (i : Fin N) :
    (rung N *ᵥ fun j : Fin N => f ((j : ℕ) + 1)) i
      = f (i : ℕ) + f ((i : ℕ) + 1) + f ((i : ℕ) + 2) := by
  obtain ⟨i, hi⟩ := i
  -- split the row of the adjacency matrix into right and left neighbour
  have h : ∀ j : ℕ, (if i + 1 = j ∨ j + 1 = i then (1 : ℝ) else 0) * f (j + 1)
      = (if j = i + 1 then f (j + 1) else 0) + (if j + 1 = i then f (j + 1) else 0) := by
    intro j
    split_ifs <;> simp <;> omega
  have right : ∑ j ∈ Finset.range N, (if j = i + 1 then f (j + 1) else 0) = f (i + 2) := by
    rw [Finset.sum_ite_eq']
    split_ifs with h'
    · rfl
    · have e : i + 2 = N + 1 := by
        rw [Finset.mem_range] at h'
        omega
      rw [e, fN]
  have left : ∑ j ∈ Finset.range N, (if j + 1 = i then f (j + 1) else 0) = f i := by
    rcases i with _ | m
    · simp [f0]
    · have hm : m < N := by omega
      simp [hm]
  have hA : (chain N *ᵥ fun j : Fin N => f ((j : ℕ) + 1)) ⟨i, hi⟩ = f (i + 2) + f i := by
    rw [← right, ← left, ← Finset.sum_add_distrib, Finset.sum_range]
    show ∑ j : Fin N, (if i + 1 = (j : ℕ) ∨ (j : ℕ) + 1 = i then (1 : ℝ) else 0)
      * f ((j : ℕ) + 1) = _
    exact Finset.sum_congr rfl fun j _ => h (j : ℕ)
  rw [rung, Matrix.add_mulVec, Matrix.one_mulVec, Pi.add_apply, hA]
  ring

/-- The null vectors of `I + A_N` are the multiples of the period-three pattern, and
a nonzero multiple is allowed only if 3 divides `N + 1`. -/
theorem rung_kernel {N : ℕ} (v : Fin N → ℝ) :
    rung N *ᵥ v = 0 ↔
      ∃ c : ℝ, (c = 0 ∨ 3 ∣ N + 1) ∧ ∀ i : Fin N, v i = c * zeroMode ((i : ℕ) + 1) := by
  have hz : zeroMode (N + 1) = 0 ↔ 3 ∣ N + 1 := by
    unfold zeroMode
    split_ifs <;> norm_num <;> omega
  constructor
  · intro hv
    -- extend the amplitudes by zero beyond both edges
    obtain ⟨f, f0, fN, rfl⟩ : ∃ f : ℕ → ℝ, f 0 = 0 ∧ f (N + 1) = 0 ∧
        v = fun j : Fin N => f ((j : ℕ) + 1) := by
      refine ⟨fun n => if h : 0 < n ∧ n ≤ N then v ⟨n - 1, by omega⟩ else 0,
        by simp, by simp, ?_⟩
      funext j
      have hj : 0 < (j : ℕ) + 1 ∧ (j : ℕ) + 1 ≤ N := ⟨Nat.succ_pos _, j.2⟩
      refine Eq.symm ?_
      exact dif_pos hj
    -- the recurrence fixes every amplitude by the first one
    have key : ∀ n, n ≤ N → f n = f 1 * zeroMode n ∧ f (n + 1) = f 1 * zeroMode (n + 1) := by
      intro n
      induction n with
      | zero => intro _; simp [f0, zeroMode]
      | succ n ih =>
        intro hn
        obtain ⟨h1, h2⟩ := ih (by omega)
        have hr : f n + f (n + 1) + f (n + 2) = 0 :=
          (rung_mulVec f f0 fN ⟨n, hn⟩).symm.trans (congrFun hv ⟨n, hn⟩)
        refine ⟨h2, ?_⟩
        show f (n + 2) = f 1 * zeroMode (n + 2)
        linear_combination hr - h1 - h2 - f 1 * zeroMode_sum n
    have hend := (key N le_rfl).2
    rw [fN] at hend
    exact ⟨f 1, (mul_eq_zero.mp hend.symm).imp id hz.mp, fun i => (key i i.2.le).2⟩
  · rintro ⟨c, hc, hv⟩
    rw [funext hv]
    funext i
    refine (rung_mulVec (fun n => c * zeroMode n) (by simp [zeroMode]) ?_ i).trans ?_
    · exact mul_eq_zero.mpr (hc.imp id hz.mpr)
    · show c * zeroMode i + c * zeroMode (i + 1) + c * zeroMode (i + 2) = 0
      linear_combination c * zeroMode_sum i

/-- The Hamiltonian carries each sublattice amplitude to the other sublattice. -/
theorem ribbon_mulVec (t : ℝ) {N : ℕ} (u v : Fin N → ℝ) :
    ribbon t N *ᵥ Sum.elim u v
      = Sum.elim ((-t) • (rung N *ᵥ v)) ((-t) • (rung N *ᵥ u)) := by
  simp only [ribbon, Matrix.fromBlocks_mulVec, Sum.elim_comp_inl, Sum.elim_comp_inr,
    Matrix.zero_mulVec, zero_add, add_zero, Matrix.smul_mulVec]

/-- For nonzero hopping, a state has zero energy exactly when both of its sublattice
parts are null vectors of `I + A_N`. -/
theorem zero_energy_iff {t : ℝ} (ht : t ≠ 0) {N : ℕ} (u v : Fin N → ℝ) :
    ribbon t N *ᵥ Sum.elim u v = 0 ↔ rung N *ᵥ u = 0 ∧ rung N *ᵥ v = 0 := by
  rw [ribbon_mulVec]
  constructor
  · intro h
    have hv : (-t) • (rung N *ᵥ v) = 0 := funext fun i => congrFun h (Sum.inl i)
    have hu : (-t) • (rung N *ᵥ u) = 0 := funext fun i => congrFun h (Sum.inr i)
    exact ⟨(smul_eq_zero.mp hu).resolve_left (neg_ne_zero.mpr ht),
      (smul_eq_zero.mp hv).resolve_left (neg_ne_zero.mpr ht)⟩
  · rintro ⟨hu, hv⟩
    rw [hu, hv]
    ext (i | i) <;> simp

/-- Armchair ribbon rule: for nonzero hopping, the zone-centre Hamiltonian of the ribbon
of width `N` is singular if and only if 3 divides `N + 1`. -/
theorem armchair_rule {t : ℝ} (ht : t ≠ 0) (N : ℕ) :
    (ribbon t N).det = 0 ↔ 3 ∣ N + 1 := by
  rw [← Matrix.exists_mulVec_eq_zero_iff]
  constructor
  · rintro ⟨ψ, hψ, h⟩
    by_contra hN
    rw [← Sum.elim_comp_inl_inr ψ] at h
    obtain ⟨hu, hv⟩ := (zero_energy_iff ht _ _).mp h
    obtain ⟨a, ha, hu⟩ := (rung_kernel _).mp hu
    obtain ⟨b, hb, hv⟩ := (rung_kernel _).mp hv
    apply hψ
    ext (i | i)
    · simpa [ha.resolve_right hN] using hu i
    · simpa [hb.resolve_right hN] using hv i
  · intro hN
    have k : rung N *ᵥ (fun i : Fin N => zeroMode ((i : ℕ) + 1)) = 0 :=
      (rung_kernel _).mpr ⟨1, Or.inr hN, fun i => (one_mul _).symm⟩
    refine ⟨Sum.elim _ _, ?_, (zero_energy_iff ht _ _).mpr ⟨k, k⟩⟩
    intro h0
    have h1 := congrFun h0 (Sum.inl ⟨0, by omega⟩)
    simp [zeroMode] at h1

/-- If 3 divides `N + 1` and the hopping is nonzero, the zero-energy states are exactly those
with an independent multiple of the period-three pattern on each sublattice. -/
theorem zero_energy_states {t : ℝ} (ht : t ≠ 0) {N : ℕ} (hN : 3 ∣ N + 1)
    (u v : Fin N → ℝ) :
    ribbon t N *ᵥ Sum.elim u v = 0 ↔
      ∃ a b : ℝ, (∀ i : Fin N, u i = a * zeroMode ((i : ℕ) + 1)) ∧
        ∀ i : Fin N, v i = b * zeroMode ((i : ℕ) + 1) := by
  rw [zero_energy_iff ht, rung_kernel, rung_kernel]
  constructor
  · rintro ⟨⟨a, _, hu⟩, ⟨b, _, hv⟩⟩
    exact ⟨a, b, hu, hv⟩
  · rintro ⟨a, b, hu, hv⟩
    exact ⟨⟨a, Or.inr hN, hu⟩, ⟨b, Or.inr hN, hv⟩⟩

/-- For `1 ≤ p ≤ N` and relative sign `s = ±1` of the sublattices, the `p`-th standing wave is
a nonzero eigenvector with energy `-s t (1 + 2 cos (p π / (N + 1)))`. -/
theorem standingWave_energy (t : ℝ) {s : ℝ} (hs : s ^ 2 = 1) {N p : ℕ}
    (hp : 1 ≤ p) (hpN : p ≤ N) :
    Sum.elim (standingWave N p) (s • standingWave N p) ≠ 0 ∧
    ribbon t N *ᵥ Sum.elim (standingWave N p) (s • standingWave N p)
      = (-(s * t * (1 + 2 * Real.cos (angle N p)))) •
        Sum.elim (standingWave N p) (s • standingWave N p) := by
  constructor
  · -- the amplitude on the first site is positive
    intro h0
    have h1 : Real.sin (((0 + 1 : ℕ) : ℝ) * angle N p) = 0 :=
      congrFun h0 (Sum.inl ⟨0, by omega⟩)
    simp only [zero_add, Nat.cast_one, one_mul] at h1
    have hp' : (0 : ℝ) < p := by exact_mod_cast hp
    have hlt : (p : ℝ) < N + 1 := by exact_mod_cast Nat.lt_succ_of_le hpN
    have hpos : 0 < angle N p := by
      unfold angle
      positivity
    have hpi : angle N p < Real.pi := by
      rw [angle, div_lt_iff₀ (by positivity)]
      nlinarith [mul_lt_mul_of_pos_right hlt Real.pi_pos]
    exact (Real.sin_pos_of_pos_of_lt_pi hpos hpi).ne' h1
  · have trig : ∀ (n : ℕ) (x : ℝ), Real.sin ((n : ℝ) * x) + Real.sin (((n + 1 : ℕ) : ℝ) * x)
        + Real.sin (((n + 2 : ℕ) : ℝ) * x)
        = (1 + 2 * Real.cos x) * Real.sin (((n + 1 : ℕ) : ℝ) * x) := by
      intro n x
      have e1 : (n : ℝ) * x = ((n + 1 : ℕ) : ℝ) * x - x := by push_cast; ring
      have e2 : ((n + 2 : ℕ) : ℝ) * x = ((n + 1 : ℕ) : ℝ) * x + x := by push_cast; ring
      rw [e1, e2, Real.sin_sub, Real.sin_add]
      ring
    have hw : rung N *ᵥ standingWave N p
        = (1 + 2 * Real.cos (angle N p)) • standingWave N p := by
      funext i
      refine (rung_mulVec (fun n => Real.sin ((n : ℝ) * angle N p)) (by simp) ?_ i).trans
        (trig i _)
      -- the wave vanishes on the fictitious site `N + 1`
      have e : ((N + 1 : ℕ) : ℝ) * angle N p = p * Real.pi := by
        unfold angle
        push_cast
        field_simp
      show Real.sin (((N + 1 : ℕ) : ℝ) * angle N p) = 0
      rw [e, Real.sin_nat_mul_pi]
    rw [ribbon_mulVec, Matrix.mulVec_smul, hw]
    ext (i | i)
    · simp only [Sum.elim_inl, Pi.smul_apply, smul_eq_mul]
      ring
    · simp only [Sum.elim_inr, Pi.smul_apply, smul_eq_mul]
      linear_combination t * (1 + 2 * Real.cos (angle N p)) * standingWave N p i * hs

end

end ArmchairRibbon
```

```lean
#print axioms ArmchairRibbon.armchair_rule
-- 'ArmchairRibbon.armchair_rule' depends on axioms: [propext, Classical.choice, Quot.sound]
#print axioms ArmchairRibbon.zero_energy_states
-- 'ArmchairRibbon.zero_energy_states' depends on axioms: [propext, Classical.choice, Quot.sound]
#print axioms ArmchairRibbon.standingWave_energy
-- 'ArmchairRibbon.standingWave_energy' depends on axioms: [propext, Classical.choice, Quot.sound]
```

## From the three-term sum to the determinant

`rung_mulVec` proves the row formula $f(i)+f(i+1)+f(i+2)$. It splits the matrix sum into a right and a left neighbour; at the edges, the conditions `f0` and `fN` supply the missing terms.

`rung_kernel` characterises the null vectors. It first extends `v` by zero. The induction `key` then carries two consecutive amplitudes, as a three-term recurrence requires, and its step subtracts the identity `zeroMode_sum` from the recurrence for `f`. Evaluating `key` at the far edge gives `hend`, the condition $c\,z(N+1)=0$. The converse substitutes the pattern into `rung_mulVec`.

`ribbon_mulVec` and `zero_energy_iff` carry out the separation into sublattices. `armchair_rule` turns the determinant into the existence of a nonzero null vector by `Matrix.exists_mulVec_eq_zero_iff`. If 3 does not divide $N+1$, both multiples vanish, and so does the state. If it does, the pattern placed on both sublattices is a null vector with first amplitude 1. `zero_energy_states` reads off the full set of null vectors from the same lemmas.

In `standingWave_energy`, `trig` is the addition formula and `hw` the eigenvalue equation for $I+A_N$. The hypothesis `s ^ 2 = 1` enters on sublattice B, where the energy times $sw$ contains $s^2$.
